# Factorizing two spin-partner double excitations at equal angles strictly between 0 and π contaminates a three-determinant singlet

**Q.** To turn a unitary coupled-cluster ansatz into a circuit, I replace one exponential of a sum of excitations by a product of exponentials, one per excitation, with the same angle in each. Each factor conserves particle number and spin projection. Why should I worry about total spin?

**A.** Because two excitations can be spin partners, and the product treats them unequally. Take two electrons in three orbitals and the determinants e11, e23, e32, where the first digit is the alpha orbital and the second the beta orbital. Let A and B be real antisymmetric generators with

A e11 = e23, A e23 = −e11, A e32 = 0

B e11 = e32, B e32 = −e11, B e23 = 0

In the product exp(tA) exp(tB) e11, the factor with B acts first and gives cos t e11 + sin t e32. The factor with A then rotates only the remaining e11 part:

exp(tA) exp(tB) e11 = cos²t e11 + cos t sin t e23 + sin t e32

Unless sin t = 0, the open-shell amplitudes now differ, but a singlet needs them equal.

**Q.** And the single exponential keeps them equal?

**A.** Yes. Put K = A + B. Then K e11 = e23 + e32 and K(e23 + e32) = −2 e11, so the motion is a rotation of frequency √2 between e11 and the symmetric combination:

exp(tK) e11 = cos(√2 t) e11 + (sin(√2 t)/√2)(e23 + e32)

**Q.** Why is the plus combination the singlet? I remember a minus sign.

**A.** That depends on the ordering of the spin orbitals. Here the alpha electron is written first in every determinant. The raising operator S₊ turns e23 into the determinant with alpha electrons in orbitals 2 and 3, and turns e32 into the same determinant with its two electrons exchanged, hence a minus sign. It annihilates e11 by the Pauli principle. For amplitudes x, y, z on e11, e23, e32, the amplitude after raising is y − z. With ħ = 1, S² = S₋S₊ + M(M + 1), where M is the spin projection. At M = 0 this leaves

⟨S²⟩ = (y − z)²

For the factorized state it gives

⟨S²⟩ = (cos t sin t − sin t)² = sin²t (1 − cos t)²

Both factors are positive for 0 < t < π.

**Q.** Give me numbers.

**A.** Take t = π/3, so cos t = 1/2 and sin t = √3/2. The amplitudes are 1/4, √3/4 and √3/2, with squares 1/16, 3/16 and 12/16, which add to 1. The open-shell difference is −√3/4, so ⟨S²⟩ = 3/16. The triplet has S² = 2, so its weight is 3/32.

**Q.** Now the formal version. What are the states and generators there?

**A.** A state is a function `Fin 3 → ℝ`, a real vector whose components 0, 1, 2 are the amplitudes on e11, e23, e32. The generators are the matrices of the action above.

In Lean 4 with Mathlib:

```lean
import Mathlib

open Matrix
open scoped Matrix.Norms.Operator

namespace SpinContamination

noncomputable section

/-- The closed-shell determinant e11, in the ordered basis e11, e23, e32
(alpha orbital, beta orbital). -/
def e11 : Fin 3 → ℝ := ![1, 0, 0]

/-- The antisymmetric generator A that takes e11 to e23 and e23 to -e11. -/
def excA : Matrix (Fin 3) (Fin 3) ℝ := !![0, -1, 0; 1, 0, 0; 0, 0, 0]

/-- The antisymmetric generator B that takes e11 to e32 and e32 to -e11. -/
def excB : Matrix (Fin 3) (Fin 3) ℝ := !![0, 0, -1; 0, 0, 0; 1, 0, 0]
```

**Q.** I suspect S² was simply declared to be whatever gives the answer.

**A.** It is built as S₋S₊, with `spinRaising` a one-row matrix into the one M = 1 determinant that S₊ reaches from these states, and its transpose as S₋. The row (0, 1, −1) is entered by hand, following the sign argument above; it is not derived from fermionic operators, and neither are the entries of the generators.

```lean
/-- The spin raising operator from the three determinants to the single determinant
with alpha electrons in orbitals 2 and 3. -/
def spinRaising : Matrix (Fin 1) (Fin 3) ℝ := !![0, 1, -1]

/-- The total spin operator S² = S₋S₊ on determinants with zero spin projection. -/
def spinSq : Matrix (Fin 3) (Fin 3) ℝ := spinRaisingᵀ * spinRaising

/-- The quadratic form ⟨ψ|S²|ψ⟩ of a real state. -/
def spinMean (ψ : Fin 3 → ℝ) : ℝ := ψ ⬝ᵥ (spinSq *ᵥ ψ)
```

**Q.** `spinMean` does not divide by the norm.

**A.** It is a quadratic form, which equals the expectation value when the state is normalized. The main theorem therefore includes normalization of the equal-angle factorized state. The two states are defined with the actual matrix exponential, and the factorized one allows separate angles a and b.

```lean
/-- The state exp(t(A+B)) e11, with both excitations in one exponential. -/
def jointState (t : ℝ) : Fin 3 → ℝ := NormedSpace.exp (t • (excA + excB)) *ᵥ e11

/-- The state exp(aA) exp(bB) e11, with one exponential for each excitation. -/
def factorizedState (a b : ℝ) : Fin 3 → ℝ :=
  (NormedSpace.exp (a • excA) * NormedSpace.exp (b • excB)) *ᵥ e11
```

**Q.** How does one get from an infinite series to sines and cosines?

**A.** Through a differential equation. Suppose R(0) = 1 and R′ = XR. Then

d/dt [exp(−tX) R(t)] = exp(−tX)(−X + X)R(t) = 0

The product stays at its initial value 1, so R(t) = exp(tX). In the proof, `hG` is this zero derivative, `hc` the constancy, and `hinv` the fact that exp(tX) undoes exp(−tX).

```lean
/-- A matrix curve that starts at the identity and obeys R' = X R is the
exponential of tX. -/
theorem exp_eq_of_hasDerivAt (X : Matrix (Fin 3) (Fin 3) ℝ)
    (R : ℝ → Matrix (Fin 3) (Fin 3) ℝ) (h0 : R 0 = 1)
    (h : ∀ u, HasDerivAt R (X * R u) u) (t : ℝ) :
    NormedSpace.exp (t • X) = R t := by
  -- exp(-uX) R(u) does not depend on u
  have hG : ∀ u, HasDerivAt (fun v : ℝ => NormedSpace.exp (v • (-X)) * R v) 0 u := by
    intro u
    have hE : HasDerivAt (fun v : ℝ => NormedSpace.exp (v • (-X)))
        (NormedSpace.exp (u • (-X)) * (-X)) u := by
      apply hasDerivAt_exp_smul_const
    refine (hE.fun_mul (h u)).congr_deriv ?_
    rw [mul_assoc, neg_mul, mul_neg, neg_add_cancel]
  have hc := is_const_of_deriv_eq_zero (fun u => (hG u).differentiableAt)
    (fun u => (hG u).deriv) t 0
  simp only [zero_smul, NormedSpace.exp_zero, h0, mul_one] at hc
  have hcomm : Commute (t • X) (t • (-X)) := by
    rw [smul_neg]
    exact (Commute.refl _).neg_right
  have hinv : NormedSpace.exp (t • X) * NormedSpace.exp (t • (-X)) = 1 := by
    rw [← Matrix.exp_add_of_commute _ _ hcomm, smul_neg, add_neg_cancel,
      NormedSpace.exp_zero]
  calc NormedSpace.exp (t • X)
      = NormedSpace.exp (t • X) * (NormedSpace.exp (t • (-X)) * R t) := by
        rw [hc, mul_one]
    _ = R t := by rw [← mul_assoc, hinv, one_mul]
```

Now suppose X³ = −ω²X with ω ≠ 0, and try

R(t) = 1 + (sin ωt/ω) X + ((1 − cos ωt)/ω²) X²

Its derivative is cos ωt X + (sin ωt/ω) X². Multiplying R by X gives X + (sin ωt/ω) X² + ((1 − cos ωt)/ω²) X³, and the cubic relation turns the last term into −(1 − cos ωt) X. The two sides agree. In the proof, `hs` and `hc` differentiate the coefficients, and `hk` supplies the factor from the cubic relation.

```lean
/-- A generator with X³ = -ω²X and ω ≠ 0 has an exponential that is quadratic in X, with
trigonometric coefficients of frequency ω. -/
theorem exp_of_cube {X : Matrix (Fin 3) (Fin 3) ℝ} {ω : ℝ} (hω : ω ≠ 0)
    (hX : X * (X * X) = (-(ω ^ 2)) • X) (t : ℝ) :
    NormedSpace.exp (t • X) = 1 + (Real.sin (ω * t) / ω) • X
      + ((1 - Real.cos (ω * t)) / ω ^ 2) • (X * X) := by
  refine exp_eq_of_hasDerivAt X (fun u => 1 + (Real.sin (ω * u) / ω) • X
      + ((1 - Real.cos (ω * u)) / ω ^ 2) • (X * X)) (by simp) (fun u => ?_) t
  have h0 : HasDerivAt (fun v : ℝ => ω * v) ω u := by
    simpa using (hasDerivAt_id u).const_mul ω
  have hs : HasDerivAt (fun v : ℝ => Real.sin (ω * v) / ω) (Real.cos (ω * u)) u :=
    (h0.sin.div_const ω).congr_deriv (by field_simp)
  have hc : HasDerivAt (fun v : ℝ => (1 - Real.cos (ω * v)) / ω ^ 2)
      (Real.sin (ω * u) / ω) u :=
    ((h0.cos.const_sub 1).div_const (ω ^ 2)).congr_deriv (by
      rw [neg_mul, neg_neg]
      field_simp)
  refine (((hs.smul_const X).const_add 1).fun_add (hc.smul_const (X * X))).congr_deriv ?_
  -- the cubic relation folds X³ back into X
  have hk : (1 - Real.cos (ω * u)) / ω ^ 2 * (-(ω ^ 2)) = Real.cos (ω * u) - 1 := by
    rw [div_mul_eq_mul_div, div_eq_iff (pow_ne_zero 2 hω)]
    ring
  simp only [mul_add, mul_one, mul_smul_comm]
  rw [hX, smul_smul, hk]
  module
```

**Q.** And the spin operator does what you said?

**A.** The first lemma below computes S² on a general vector: the result is (0, y − z, z − y). The second reads off the eigenvectors. S² vanishes on e11 and on e23 + e32, and equals 2 on e23 − e32. In normalized form these are the closed shell, the open-shell singlet (e23 + e32)/√2 and the triplet (e23 − e32)/√2, so S² is twice the projector on the triplet.

```lean
/-- S² acts only through the difference of the two open-shell amplitudes. -/
theorem spinSq_mulVec (x y z : ℝ) : spinSq *ᵥ ![x, y, z] = ![0, y - z, z - y] := by
  ext i
  fin_cases i <;>
    simp [spinSq, spinRaising, Matrix.mulVec, dotProduct, Matrix.mul_apply,
      Fin.sum_univ_succ] <;> ring

/-- S² vanishes on e11 and on e23 + e32, and has eigenvalue 2 on e23 - e32. -/
theorem spinSq_eigenvectors : spinSq *ᵥ e11 = 0 ∧ spinSq *ᵥ ![0, 1, 1] = 0 ∧
    spinSq *ᵥ ![0, 1, -1] = (2 : ℝ) • ![0, 1, -1] := by
  refine ⟨?_, ?_, ?_⟩
  · rw [e11, spinSq_mulVec]
    ext i
    fin_cases i <;> simp
  · rw [spinSq_mulVec]
    ext i
    fin_cases i <;> simp
  · rw [spinSq_mulVec]
    ext i
    fin_cases i <;> norm_num
```

**Q.** Then the joint state should follow from ω = √2.

**A.** It does. `hsum` and `hsq` compute K and K², entry by entry, and the cubic relation K³ = −2K is checked the same way. Since K² e11 = −2 e11, the general formula gives 1 − (1 − cos(√2 t)) = cos(√2 t) on e11 and sin(√2 t)/√2 on each open-shell determinant.

```lean
/-- The joint exponential populates e23 and e32 with equal amplitudes. -/
theorem jointState_eq (t : ℝ) : jointState t = ![Real.cos (√2 * t),
    Real.sin (√2 * t) / √2, Real.sin (√2 * t) / √2] := by
  have h2 : (√2 : ℝ) ^ 2 = 2 := Real.sq_sqrt (by norm_num)
  have hsum : excA + excB = !![0, -1, -1; 1, 0, 0; 1, 0, 0] := by
    ext i j
    fin_cases i <;> fin_cases j <;> simp [excA, excB]
  have hsq : (!![0, -1, -1; 1, 0, 0; 1, 0, 0] : Matrix (Fin 3) (Fin 3) ℝ)
      * !![0, -1, -1; 1, 0, 0; 1, 0, 0] = !![-2, 0, 0; 0, -1, -1; 0, -1, -1] := by
    ext i j
    fin_cases i <;> fin_cases j <;> norm_num [Matrix.mul_apply, Fin.sum_univ_succ]
  rw [jointState, hsum, exp_of_cube (ω := √2) (by positivity) (by
    rw [hsq, h2]
    ext i j
    fin_cases i <;> fin_cases j <;> norm_num [Matrix.mul_apply, Fin.sum_univ_succ]),
    hsq, h2, Matrix.add_mulVec, Matrix.add_mulVec, Matrix.one_mulVec]
  ext i
  simp only [e11, Pi.add_apply, Matrix.mulVec, dotProduct, Fin.sum_univ_three]
  fin_cases i <;> simp
```

For the factorized state, A³ = −A and B³ = −B, so ω = 1. The proof applies the B exponential to e11 first (`hb`), then the A exponential, which leaves e32 alone. The amplitudes are cos b cos a, cos b sin a and sin b.

```lean
/-- The amplitudes of the factorized state for independent angles a and b. -/
theorem factorizedState_eq (a b : ℝ) : factorizedState a b =
    ![Real.cos b * Real.cos a, Real.cos b * Real.sin a, Real.sin b] := by
  have hA : excA * excA = !![-1, 0, 0; 0, -1, 0; 0, 0, 0] := by
    ext i j
    fin_cases i <;> fin_cases j <;> simp [excA, Matrix.mul_apply, Fin.sum_univ_succ]
  have hB : excB * excB = !![-1, 0, 0; 0, 0, 0; 0, 0, -1] := by
    ext i j
    fin_cases i <;> fin_cases j <;> simp [excB, Matrix.mul_apply, Fin.sum_univ_succ]
  have hb : NormedSpace.exp (b • excB) *ᵥ e11 = ![Real.cos b, 0, Real.sin b] := by
    rw [exp_of_cube (ω := 1) one_ne_zero (by
      rw [hB]
      ext i j
      fin_cases i <;> fin_cases j <;> simp [excB, Matrix.mul_apply, Fin.sum_univ_succ]),
      hB, Matrix.add_mulVec, Matrix.add_mulVec, Matrix.one_mulVec]
    ext i
    simp only [e11, Pi.add_apply, Matrix.mulVec, dotProduct, Fin.sum_univ_three]
    fin_cases i <;> simp [excB]
  rw [factorizedState, ← Matrix.mulVec_mulVec, hb, exp_of_cube (ω := 1) one_ne_zero (by
    rw [hA]
    ext i j
    fin_cases i <;> fin_cases j <;> simp [excA, Matrix.mul_apply, Fin.sum_univ_succ]),
    hA, Matrix.add_mulVec, Matrix.add_mulVec, Matrix.one_mulVec]
  ext i
  simp only [Pi.add_apply, Matrix.mulVec, dotProduct, Fin.sum_univ_three]
  fin_cases i <;> simp [excA] <;> ring
```

**Q.** Read me the main theorem as physics.

**A.** For every real t, S² annihilates the joint state; the factorized state at equal angles has norm 1; its ⟨S²⟩ is sin²t (1 − cos t)²; and this is positive when 0 < t < π. The zero vector would also satisfy S²ψ = 0, but the joint amplitudes have squares adding to cos²(√2 t) + sin²(√2 t) = 1, so this is a genuine singlet.

The proof inserts the closed forms into the spin lemma. Normalization is cos⁴t + cos²t sin²t + sin²t = 1, obtained from sin²t + cos²t = 1 by `linear_combination`. Positivity follows from sin t > 0 and 1 − cos t > 0.

```lean
/-- S² annihilates the joint state for every t, while the equal-angle factorized state is normalized
with ⟨S²⟩ = sin² t (1 - cos t)², which is positive for 0 < t < π. -/
theorem factorization_breaks_spin (t : ℝ) :
    spinSq *ᵥ jointState t = 0 ∧
    factorizedState t t ⬝ᵥ factorizedState t t = 1 ∧
    spinMean (factorizedState t t) = Real.sin t ^ 2 * (1 - Real.cos t) ^ 2 ∧
    (0 < t → t < Real.pi → 0 < spinMean (factorizedState t t)) := by
  have hmean : spinMean (factorizedState t t)
      = Real.sin t ^ 2 * (1 - Real.cos t) ^ 2 := by
    rw [spinMean, factorizedState_eq, spinSq_mulVec]
    simp only [dotProduct, Fin.sum_univ_three, Matrix.cons_val]
    ring
  refine ⟨?_, ?_, hmean, fun h0 hpi => ?_⟩
  · rw [jointState_eq, spinSq_mulVec]
    ext i
    fin_cases i <;> simp
  · rw [factorizedState_eq]
    simp only [dotProduct, Fin.sum_univ_three, Matrix.cons_val]
    linear_combination (Real.cos t ^ 2 + 1) * Real.sin_sq_add_cos_sq t
  · have hs : 0 < Real.sin t := Real.sin_pos_of_pos_of_lt_pi h0 hpi
    have hc : 0 < 1 - Real.cos t := by
      nlinarith [Real.sin_sq_add_cos_sq t, Real.cos_le_one t, pow_pos hs 2]
    rw [hmean]
    positivity
```

**Q.** So is the product form itself to blame?

**A.** Not by itself. With independent angles the open-shell amplitudes agree exactly when sin b = cos b sin a, and then the product is a singlet. At equal angles this condition forces sin t = 0, and unequal angles that miss it are contaminated too. One direction of the proof reads component 1 of S²ψ = 0; the other substitutes the condition.

```lean
/-- With independent angles, S² annihilates the factorized state exactly when sin b = cos b sin a.
-/
theorem factorized_singlet_iff (a b : ℝ) :
    spinSq *ᵥ factorizedState a b = 0 ↔ Real.sin b = Real.cos b * Real.sin a := by
  rw [factorizedState_eq, spinSq_mulVec]
  constructor
  · intro h
    have h1 : Real.cos b * Real.sin a - Real.sin b = 0 := congrFun h 1
    linarith
  · intro h
    rw [h]
    ext i
    fin_cases i <;> simp
```

**Q.** How bad can it get at equal angles?

**A.** The maximum of ⟨S²⟩ is 27/16, a triplet weight of 27/32, reached at t = 2π/3. With c = cos t,

27/16 − (1 − c²)(1 − c)² = (c + 1/2)² ((c − 3/2)² + 1/2)

The right side is never negative and vanishes at c = −1/2. The proof checks this identity with `ring`, then evaluates the cosine at 2π/3.

```lean
/-- At equal angles ⟨S²⟩ of the factorized state never exceeds 27/16, and it takes
this value at t = 2π/3. -/
theorem contamination_max :
    (∀ t, spinMean (factorizedState t t) ≤ 27 / 16) ∧
    spinMean (factorizedState (2 * Real.pi / 3) (2 * Real.pi / 3)) = 27 / 16 := by
  constructor
  · intro t
    rw [(factorization_breaks_spin t).2.2.1, Real.sin_sq]
    -- the gap to 27/16 factorizes with a double root at cos t = -1/2
    have hgap : 0 ≤ (Real.cos t + 1 / 2) ^ 2 * ((Real.cos t - 3 / 2) ^ 2 + 1 / 2) := by
      positivity
    linarith [hgap, show 27 / 16 - (1 - Real.cos t ^ 2) * (1 - Real.cos t) ^ 2
      = (Real.cos t + 1 / 2) ^ 2 * ((Real.cos t - 3 / 2) ^ 2 + 1 / 2) by ring]
  · rw [(factorization_breaks_spin _).2.2.1, Real.sin_sq,
      show 2 * Real.pi / 3 = Real.pi - Real.pi / 3 by ring, Real.cos_pi_sub,
      Real.cos_pi_div_three]
    norm_num

end

end SpinContamination
```

**Q.** What may I carry over to my circuit?

**A.** For this one pair of double excitations acting on a closed-shell determinant, splitting the exponential once at a common angle t loses the singlet unless sin t = 0, even though each factor is exact. The model has no Hamiltonian, so it says nothing about energies or optimized angles, and it treats neither repeated splitting into smaller steps nor larger sets of excitations.

```lean
#print axioms SpinContamination.spinSq_eigenvectors
-- 'SpinContamination.spinSq_eigenvectors' depends on axioms: [propext, Classical.choice, Quot.sound]
#print axioms SpinContamination.factorization_breaks_spin
-- 'SpinContamination.factorization_breaks_spin' depends on axioms: [propext, Classical.choice, Quot.sound]
#print axioms SpinContamination.factorized_singlet_iff
-- 'SpinContamination.factorized_singlet_iff' depends on axioms: [propext, Classical.choice, Quot.sound]
#print axioms SpinContamination.contamination_max
-- 'SpinContamination.contamination_max' depends on axioms: [propext, Classical.choice, Quot.sound]
```
